# A Horner recursion that gives exp(T) v in n steps when T^(n+1) = 0

Let T be an element of a ℚ-algebra acting on a module, and let v be a vector of that module. For a fixed number of steps n, define

y_0 = v,
y_(k+1) = v + T y_k / (n − k), for k = 0, …, n − 1.

If T^(n+1) = 0, then

y_n = exp(T) v.

For any nilpotent T there is also an exact criterion: y_n = exp(T) v holds if and only if T^(n+1) v = 0. The number of steps needed is therefore fixed by how T acts on v, and it can be smaller than the nilpotency of T alone would suggest.

In coupled-cluster theory T is the cluster operator, v is the reference determinant and exp(T) v is the cluster state. With finitely many electrons and a T made only of excitations, each application of T moves at least one electron out of the orbitals occupied in the reference. After more applications than there are such electrons, nothing is left to excite. This is the physics behind T^(n+1) = 0, which the theorems take as a hypothesis and do not derive from second quantisation. For a given T with this property, the recursion builds the state by n applications of T to vectors, keeping only v and the current iterate from one step to the next. Finding the amplitudes in T is a separate problem.

## The recursion and its divisors

The argument is purely algebraic. It needs addition, multiplication by T and division by nonzero integers, but no norm, inner product or convergence. The development rests on Mathlib, whose `IsNilpotent.exp` supplies the finite exponential.

```lean
import Mathlib

open Finset

namespace ClusterHorner
```

The recursion is Horner's scheme for the exponential polynomial. For n = 2 it reads

y_1 = v + T v / 2,
y_2 = v + T y_1 = v + T v + T² v / 2.

The divisors run downwards, from n at the first step to 1 at the last. A natural slip is to let them run upwards, as the factorials do in the usual series. Dividing by 1 and then by 2 would give v + T v / 2 + T² v / 2, whose first-order term is wrong. The innermost bracket of Horner's scheme is computed first, and it carries the largest divisor.

In the definition below, `A` is the ring of operators, `M` is the space of states, and `T • v` is the action of an operator on a state. The expression `hornerIterate n T v k` is y_k for a recursion planned to have n steps. Since y_k depends on n as well as on k, it will be written y(n, k) where the distinction matters. The difference n − k is taken in ℚ and is nonzero for every step with k < n. The Lean function is also defined beyond the planned n steps, where the inverse of zero is set to zero, but the theorems never use those values.

```lean
/-- The iterates `y_0 = v`, `y_(k+1) = v + T y_k / (n - k)` built from a cluster operator `T`
and a reference state `v`. -/
def hornerIterate {A M : Type*} [Ring A] [AddCommGroup M] [Module A M] [Module ℚ M]
    (n : ℕ) (T : A) (v : M) : ℕ → M
  | 0 => v
  | k + 1 => v + ((n : ℚ) - (k : ℚ))⁻¹ • T • hornerIterate n T v k
```

## What the intermediate iterates contain

Suppose that m steps remain after the k-th iterate, so that n = m + k. The claim is

y(m + k, k) = Σ_(j=0..k) m!/(m + j)! · T^j v.

The proof is by induction on k, with the statement assumed for all m at once. For k = 0 the sum has only the term j = 0, whose coefficient is m!/m! = 1, and the result is v.

For the step from k to k + 1, the total number of steps is n = m + k + 1, so the divisor is n − k = m + 1. The iterate y(n, k) has m + 1 steps still to go, and the induction hypothesis gives

y(m + 1 + k, k) = Σ_(j=0..k) (m + 1)!/(m + 1 + j)! · T^j v.

Apply T and divide by m + 1. Because (m + 1)!/(m + 1) = m!, this yields

T y(n, k)/(m + 1) = Σ_(j=0..k) m!/(m + j + 1)! · T^(j+1) v.

These are the terms of orders 1 to k + 1 in the claimed formula. The added v is the term of order 0, and the induction is complete.

The formula also shows that an iterate with k < n is in general not the Taylor polynomial of order k, since its coefficients are m!/(m + j)! and not 1/j!. Raising n also changes the divisor in every step, so the iterates after y_0 are in general different from those of the shorter recursion.

In Lean, `generalizing m` makes the induction hypothesis available at m + 1. The lemma `Finset.sum_range_succ'` separates the term of order 0 from the rest, and `congrArg₂` then compares the two parts. The first part uses `pow_succ'` to raise the power of T and `Nat.factorial_succ` to cancel the divisor. The second part is the identity m!/m! = 1. Rational numbers commute with the action of T, which is what `smul_comm` provides. At this stage `A` need only be a ring, while `M` carries a rational vector-space structure.

```lean
variable {A M : Type*} [Ring A] [AddCommGroup M] [Module A M] [Module ℚ M]

/-- With `m` steps still to go, the `k`-th iterate is the sum of `m!/(m+j)! T^j v` over
`j` from `0` to `k`. -/
theorem hornerIterate_eq_sum (T : A) (v : M) (k m : ℕ) :
    hornerIterate (m + k) T v k =
      ∑ j ∈ range (k + 1), ((m.factorial : ℚ) / ((m + j).factorial : ℚ)) • T ^ j • v := by
  induction k generalizing m with
  | zero =>
    have h : (m.factorial : ℚ) ≠ 0 := Nat.cast_ne_zero.mpr (Nat.factorial_ne_zero m)
    simp [hornerIterate, div_self h]
  | succ k ih =>
    have hn : m + (k + 1) = (m + 1) + k := by omega
    rw [hn, hornerIterate, ih (m + 1), Finset.sum_range_succ' _ (k + 1), Finset.smul_sum,
      Finset.smul_sum, add_comm v]
    refine congrArg₂ (· + ·) (Finset.sum_congr rfl fun j _ => ?_) ?_
    · -- one more application of `T` raises the power and lowers the factorial
      rw [smul_comm T (_ : ℚ) (_ : M), smul_smul, smul_smul, ← pow_succ' T j]
      congr 1
      have h1 : ((m + 1 : ℕ) : ℚ) ≠ 0 := Nat.cast_ne_zero.mpr (Nat.succ_ne_zero m)
      have hs : m + (j + 1) = m + 1 + j := by omega
      have hc : ((m + 1 + k : ℕ) : ℚ) - (k : ℚ) = ((m + 1 : ℕ) : ℚ) := by
        push_cast
        ring
      rw [hs, hc, Nat.factorial_succ m, Nat.cast_mul, ← mul_div_assoc,
        inv_mul_cancel_left₀ h1]
    · have h : (m.factorial : ℚ) ≠ 0 := Nat.cast_ne_zero.mpr (Nat.factorial_ne_zero m)
      simp [div_self h]
```

## The last iterate is a Taylor polynomial

When no steps remain, m = 0 and k = n. The coefficients become 0!/j! = 1/j!, so

y_n = Σ_(j=0..n) T^j v / j!.

This holds for every T, nilpotent or not. For an operator that is not nilpotent, the recursion gives the truncated series and says nothing about the error. The Lean proof specialises the previous theorem to m = 0 and simplifies the coefficients.

```lean
/-- After `n` steps the iterate is the exponential series through order `n`, applied to the
reference state; no nilpotency is needed. -/
theorem hornerIterate_eq_taylor (T : A) (v : M) (n : ℕ) :
    hornerIterate n T v n = ∑ j ∈ range (n + 1), ((j.factorial : ℚ))⁻¹ • T ^ j • v := by
  have h := hornerIterate_eq_sum T v n 0
  simpa [one_div] using h
```

## The terms that the recursion leaves out

Now let T^(n+1+m) = 0 for some m ≥ 0. Every power from n + 1 + m onwards vanishes, and the exponential is the finite sum

exp(T) v = Σ_(j=0..n+m) T^j v / j!.

Split it after order n. The first part is y_n, and the second consists of m terms:

exp(T) v = y_n + Σ_(i=0..m−1) T^(n+1+i) v / (n + 1 + i)!.

From here on `A` is a ℚ-algebra, so that the exponential, with its rational coefficients, is itself an element of `A`. Real and complex matrix algebras are included, and finite dimension is not required. `IsNilpotent.exp T • v` means that this element acts on v. The proof writes the exponential as a finite sum with `IsNilpotent.exp_eq_sum`, lets the sum act term by term with `Finset.sum_smul`, and splits the range with `Finset.sum_range_add`.

```lean
variable [Algebra ℚ A]

/-- If `T^(n+1+m) = 0`, the cluster state `exp(T) v` is the `n`-step iterate plus the `m` terms
of the exponential series that follow order `n`. -/
theorem exp_smul_eq_hornerIterate_add_tail {T : A} {n m : ℕ} (h : T ^ (n + 1 + m) = 0) (v : M) :
    IsNilpotent.exp T • v = hornerIterate n T v n +
      ∑ i ∈ range m, (((n + 1 + i).factorial : ℚ))⁻¹ • T ^ (n + 1 + i) • v := by
  rw [IsNilpotent.exp_eq_sum h, Finset.sum_smul, hornerIterate_eq_taylor, Finset.sum_range_add]
  simp only [smul_assoc]
```

If T^(n+1) = 0, take m = 0. The remainder has no terms, and

exp(T) v = y_n.

The theorem holds for every v in the module. For n = 0 the hypothesis says T = 0, and zero steps correctly return v. Otherwise the n steps contain n applications of T. Summing the series forwards, with each term obtained from the previous one, takes the same number of applications and also avoids storing powers of T, so the recursion is an alternative arrangement and not a saving over that method.

```lean
/-- If `T^(n+1) = 0`, then `n` steps of the recursion, each applying `T` once, give the cluster
state `exp(T) v`. -/
theorem hornerIterate_eq_exp_smul {T : A} {n : ℕ} (h : T ^ (n + 1) = 0) (v : M) :
    hornerIterate n T v n = IsNilpotent.exp T • v := by
  rw [exp_smul_eq_hornerIterate_add_tail (n := n) (m := 0) h v]
  simp
```

## A criterion for n steps to be enough

The condition T^(n+1) = 0 concerns all states, whereas the recursion starts from only one. Let T be nilpotent, with T^N = 0. Then T^(n+1+(N+1)) = 0 as well, and the remainder formula with m = N + 1 gives

exp(T) v − y_n = Σ_(i=0..N) T^(n+1+i) v / (n + 1 + i)!.

If T^(n+1) v = 0, every term on the right vanishes, because each contains T^(n+1) acting on v followed by further powers of T. Hence y_n = exp(T) v.

For the converse, suppose that the whole remainder is zero. This does not at once make each term zero, since different terms might cancel. Nilpotency excludes that possibility through a descent. Assume that for some d ≥ 0

T^(n+1+(d+1)) v = 0.

Multiply the vanishing remainder by T^d. The term i = 0 becomes T^(n+1+d) v / (n + 1)!. Every later term has power at least n + 1 + (d + 1) and is zero by assumption. What remains is

T^(n+1+d) v / (n + 1)! = 0,

and therefore T^(n+1+d) v = 0. The exponent has dropped by one. The descent can start from T^(n+1+N) v = 0, which holds because T^N = 0, and it ends at T^(n+1) v = 0.

The Lean proof follows the same route. `Finset.sum_range_succ'` separates the leading term from the other N terms, whose index i in the code therefore stands for i + 1 in the formula above. The auxiliary statement `step` is the descent, written as an induction on d. Inside it, `h1` is the remainder multiplied by T^d, `h2` states that the later terms vanish, and `h3` removes the nonzero factor 1/(n + 1)!. The last part of the proof is the easy direction, in which every term of the remainder is zero.

```lean
/-- For a nilpotent cluster operator, the `n`-step iterate equals `exp(T) v` if and only if
`T^(n+1)` annihilates the reference state `v`. -/
theorem hornerIterate_eq_exp_smul_iff {T : A} (hT : IsNilpotent T) (n : ℕ) (v : M) :
    hornerIterate n T v n = IsNilpotent.exp T • v ↔ T ^ (n + 1) • v = 0 := by
  obtain ⟨N, hN⟩ := hT
  have hp : T ^ (n + 1 + (N + 1)) = 0 := pow_eq_zero_of_le (by omega) hN
  rw [exp_smul_eq_hornerIterate_add_tail hp v]
  constructor
  · intro h
    have h0 := add_left_cancel (h.symm.trans (add_zero _).symm)
    rw [Finset.sum_range_succ'] at h0
    -- descend from a high power that kills `v` to the power `n + 1`
    have step : ∀ d : ℕ, T ^ (n + 1 + d) • v = 0 → T ^ (n + 1) • v = 0 := by
      intro d
      induction d with
      | zero => intro hd; simpa using hd
      | succ d ih =>
        intro hd
        apply ih
        have h1 := congrArg (fun x : M => T ^ d • x) h0
        beta_reduce at h1
        -- after multiplication by `T^d` only the leading term of the tail survives
        have h2 : ∑ i ∈ range N, T ^ d •
            (((n + 1 + (i + 1)).factorial : ℚ))⁻¹ • T ^ (n + 1 + (i + 1)) • v = 0 := by
          refine Finset.sum_eq_zero fun i _ => ?_
          have e : d + (n + 1 + (i + 1)) = i + (n + 1 + (d + 1)) := by omega
          rw [smul_comm (T ^ d) (_ : ℚ) (_ : M), smul_smul (T ^ d), ← pow_add, e,
            pow_add T i, mul_smul, hd, smul_zero, smul_zero]
        rw [smul_add, Finset.smul_sum, smul_zero, h2, zero_add,
          smul_comm (T ^ d) (_ : ℚ) (_ : M), smul_smul (T ^ d), ← pow_add] at h1
        have h3 := (smul_eq_zero.mp h1).resolve_left
          (inv_ne_zero (Nat.cast_ne_zero.mpr (Nat.factorial_ne_zero _)))
        have e : n + 1 + d = d + (n + 1 + 0) := by omega
        rw [e]
        exact h3
    exact step N (by rw [pow_add, hN, mul_zero, zero_smul])
  · intro h
    have h2 : ∑ i ∈ range (N + 1),
        (((n + 1 + i).factorial : ℚ))⁻¹ • T ^ (n + 1 + i) • v = 0 := by
      refine Finset.sum_eq_zero fun i _ => ?_
      rw [add_comm (n + 1) i, pow_add T i (n + 1), mul_smul, h, smul_zero, smul_zero]
    rw [h2, add_zero]
```

## A three-level ladder

Take three levels, numbered 0, 1 and 2, with

T e_0 = e_1,  T e_1 = e_2,  T e_2 = 0.

Two applications take e_0 to e_2, and a third gives zero, so T² ≠ 0 and T³ = 0. In the matrix, column j holds the image of level j. This is an algebraic example. If the levels were the orbitals of a single electron with e_0 as the reference, T would not be a cluster operator, because its second application moves the electron out of an orbital that is empty in the reference.

```lean
/-- The matrix of a three-level ladder that sends level 0 to level 1, level 1 to level 2 and level 2
to zero. -/
def ladder : Matrix (Fin 3) (Fin 3) ℚ := !![0, 0, 0; 1, 0, 0; 0, 1, 0]
```

With n = 2 the recursion gives I + T + T²/2 when it starts from the identity matrix I. Here the module is the space of 3 × 3 matrices, on which T acts by left multiplication, so the three columns treat the three possible starting levels at once:

from level 0: e_0 + e_1 + e_2/2,
from level 1: e_1 + e_2,
from level 2: e_2.

In each of these states the component along the starting level is 1, and the states are not normalised in general. If e_0, e_1 and e_2 are orthonormal, the norms are 3/2, √2 and 1. The normalised state built from level 0 has amplitudes 2/3, 2/3 and 1/3.

The ladder also illustrates the criterion. Starting from e_1, a single step gives the exact state e_1 + T e_1 = e_1 + e_2, because T² e_1 = 0, even though T² itself is not zero. Starting from e_0, one step is not enough, since T² e_0 = e_2.

The theorem below states the two facts about powers of T and the value of the second iterate. Together with the main theorem for n = 2, it identifies the displayed matrix as exp(T). The proof checks the matrix equalities entry by entry, and it shows T² ≠ 0 from the entry in row 2, column 0.

```lean
/-- The ladder operator has vanishing cube and nonvanishing square, and two steps of the
recursion started from the identity matrix give the displayed matrix. -/
theorem ladder_witness :
    ladder ^ 3 = 0 ∧ ladder ^ 2 ≠ 0 ∧
      hornerIterate 2 ladder (1 : Matrix (Fin 3) (Fin 3) ℚ) 2 =
        !![1, 0, 0; 1, 1, 0; 1 / 2, 1, 1] := by
  refine ⟨?_, ?_, ?_⟩
  · ext i j
    fin_cases i <;> fin_cases j <;>
      simp [ladder, pow_succ, Matrix.mul_apply, Fin.sum_univ_succ]
  · intro h
    have h20 := congrFun (congrFun h 2) 0
    simp [ladder, pow_succ, Matrix.mul_apply, Fin.sum_univ_succ] at h20
  · rw [Matrix.one_fin_three]
    ext i j
    fin_cases i <;> fin_cases j <;>
      norm_num [hornerIterate, ladder, Matrix.mul_apply, Matrix.vecMul, dotProduct,
        Fin.sum_univ_succ]

end ClusterHorner
```

```lean
#print axioms ClusterHorner.hornerIterate_eq_exp_smul
-- 'ClusterHorner.hornerIterate_eq_exp_smul' depends on axioms: [propext, Classical.choice, Quot.sound]
#print axioms ClusterHorner.hornerIterate_eq_exp_smul_iff
-- 'ClusterHorner.hornerIterate_eq_exp_smul_iff' depends on axioms: [propext, Classical.choice, Quot.sound]
```
